# Nonzero link overlaps on QWZ momentum grids with sin(π/L) below the minimum of |d|

In the Qi–Wu–Zhang (QWZ) model, let g be the minimum of |d(k)| over all momenta k = (x, y). If sin(π/L) < g, normalised lower-band states at neighbouring points of the periodic L by L momentum grid have nonzero overlap. The Hamiltonian is H(k) = d(k)·σ, with σ the Pauli matrices, u the mass parameter and

d(k) = (sin x, sin y, u + cos x + cos y).

The lattice Chern number is built from link variables, each an overlap ⟨ψ(k), ψ(k′)⟩ divided by its modulus. A vanishing overlap leaves its link undefined. For this non-interacting two-band model with an open gap (g > 0), the criterion lets one choose a grid on which every link is defined before diagonalising anything.

```lean
import Mathlib

open Matrix

namespace QWZAdmissibleGrid

noncomputable section
```

## Hamiltonian, states and grid

Momenta are in units of the inverse lattice constant, and energies in units of the common coefficient of the sine and cosine terms in d, which is therefore 1 here.

```lean
/-- The vector d(k) of the QWZ model with mass parameter u. -/
def dVec (u x y : ℝ) : Fin 3 → ℝ :=
  ![Real.sin x, Real.sin y, u + Real.cos x + Real.cos y]
```

Lengths are Euclidean. The energies are ±|d|, so g is half the smallest direct gap.

```lean
/-- The Euclidean length of a three-component real vector. -/
def len (a : Fin 3 → ℝ) : ℝ := √(a ⬝ᵥ a)

/-- The two-band Hamiltonian a·σ, with σ the Pauli matrices. -/
def pauliDot (a : Fin 3 → ℝ) : Matrix (Fin 2) (Fin 2) ℂ :=
  !![(a 2 : ℂ), a 0 - a 1 * Complex.I; a 0 + a 1 * Complex.I, -(a 2 : ℂ)]
```

A lower-band state is a unit vector v with (a·σ)v = −|a|v. Its phase is free.

```lean
/-- The spinor v is a unit eigenvector of a·σ with energy -|a|. -/
def IsLowerBand (a : Fin 3 → ℝ) (v : Fin 2 → ℂ) : Prop :=
  star v ⬝ᵥ v = 1 ∧ pauliDot a *ᵥ v = (-(len a : ℂ)) • v
```

Its Bloch vector has components sᵢ = ⟨v, σᵢv⟩, written out in real and imaginary parts.

```lean
/-- The Bloch vector of a spinor: its expectation values of the Pauli matrices. -/
def bloch (v : Fin 2 → ℂ) : Fin 3 → ℝ :=
  ![2 * ((v 0).re * (v 1).re + (v 0).im * (v 1).im),
    2 * ((v 0).re * (v 1).im - (v 0).im * (v 1).re),
    (v 0).re ^ 2 + (v 0).im ^ 2 - (v 1).re ^ 2 - (v 1).im ^ 2]
```

Grid index i runs from 0 to L − 1 and stands for the momentum 2πi/L. The successor of L − 1 is 0.

```lean
/-- The momentum 2πi/L of grid index i. -/
def momentum {L : ℕ} (i : Fin L) : ℝ := 2 * Real.pi * ((i.val : ℕ) : ℝ) / L

/-- The next grid index, with periodic wrapping. -/
def succSite {L : ℕ} (i : Fin L) : Fin L :=
  ⟨(i.val + 1) % L, Nat.mod_lt _ (Nat.lt_of_le_of_lt (Nat.zero_le _) i.isLt)⟩
```

The next quantity will turn out to be g:

m(u) = min(|u|, |u + 2|, |u − 2|).

```lean
/-- The smallest of |u|, |u + 2| and |u - 2|. -/
def minLength (u : ℝ) : ℝ := min |u| (min |u + 2| |u - 2|)
```

## Overlaps from Bloch vectors

Normalisation reads |v₀|² + |v₁|² = 1, here in real components.

```lean
/-- The normalisation of a spinor in real components. -/
theorem unit_components {v : Fin 2 → ℂ} (hv : star v ⬝ᵥ v = 1) :
    (v 0).re ^ 2 + (v 0).im ^ 2 + (v 1).re ^ 2 + (v 1).im ^ 2 = 1 := by
  have h := congrArg Complex.re hv
  simp only [dotProduct, Fin.sum_univ_two, Pi.star_apply, Complex.star_def, Complex.add_re,
    Complex.mul_re, Complex.conj_re, Complex.conj_im, Complex.one_re] at h
  linear_combination h
```

Let unit spinors v and w have Bloch vectors s and t. The projector onto v is (1 + s·σ)/2, and likewise for w. Since Tr σᵢ = 0 and Tr σᵢσⱼ = 2δᵢⱼ,

|⟨v, w⟩|² = Tr[(1 + s·σ)(1 + t·σ)]/4 = (1 + s·t)/2.

Lean checks the same identity by expanding components and using the two normalisations. In `star v ⬝ᵥ w` the first vector is conjugated.

```lean
/-- The squared overlap of two unit spinors is (1 + s·t)/2, with s and t their Bloch vectors. -/
theorem overlap_sq {v w : Fin 2 → ℂ} (hv : star v ⬝ᵥ v = 1) (hw : star w ⬝ᵥ w = 1) :
    Complex.normSq (star v ⬝ᵥ w) = (1 + bloch v ⬝ᵥ bloch w) / 2 := by
  have h1 := unit_components hv
  have h2 := unit_components hw
  simp only [dotProduct, Fin.sum_univ_two, Fin.sum_univ_three, Pi.star_apply, Complex.star_def,
    Complex.normSq_apply, Complex.add_re, Complex.add_im, Complex.mul_re, Complex.mul_im,
    Complex.conj_re, Complex.conj_im, bloch, Matrix.cons_val_zero, Matrix.cons_val_one,
    Matrix.cons_val]
  linear_combination
    (((w 0).re ^ 2 + (w 0).im ^ 2 + (w 1).re ^ 2 + (w 1).im ^ 2) / 2) * h1 + (1 / 2) * h2
```

Setting w = v gives 1 = (1 + s·s)/2, hence |s| = 1.

```lean
/-- The Bloch vector of a unit spinor has length one. -/
theorem bloch_unit {v : Fin 2 → ℂ} (hv : star v ⬝ᵥ v = 1) : bloch v ⬝ᵥ bloch v = 1 := by
  have h := overlap_sq hv hv
  rw [hv, map_one] at h
  linarith
```

For a lower-band state of a·σ, the energy expectation value is a·s = −|a|. Therefore

|a + |a|s|² = |a|² + 2|a|(a·s) + |a|² = 0,

and a = −|a|s. In the proof, `hE` is the expectation value and `hz` the vanishing sum of squares.

```lean
/-- The Bloch vector s of a lower-band state of a·σ satisfies a = -|a| s, component by component. -/
theorem lowerBand_bloch {a : Fin 3 → ℝ} {v : Fin 2 → ℂ} (h : IsLowerBand a v) (i : Fin 3) :
    a i = -(len a * bloch v i) := by
  have hN := unit_components h.1
  have hs := bloch_unit h.1
  have hr : len a ^ 2 = a ⬝ᵥ a := by
    refine Real.sq_sqrt ?_
    simp only [dotProduct]
    exact Finset.sum_nonneg fun j _ => mul_self_nonneg _
  have e0r := congrArg Complex.re (congrFun h.2 0)
  have e0i := congrArg Complex.im (congrFun h.2 0)
  have e1r := congrArg Complex.re (congrFun h.2 1)
  have e1i := congrArg Complex.im (congrFun h.2 1)
  simp [pauliDot, Matrix.mulVec, dotProduct, Fin.sum_univ_two] at e0r e0i e1r e1i
  -- the energy expectation value
  have hE : a ⬝ᵥ bloch v = -len a := by
    simp only [dotProduct, Fin.sum_univ_three, bloch, Matrix.cons_val_zero,
      Matrix.cons_val_one, Matrix.cons_val]
    linear_combination (v 0).re * e0r + (v 0).im * e0i + (v 1).re * e1r + (v 1).im * e1i
      - len a * hN
  -- equality in Cauchy-Schwarz
  have hz : ∑ j, (a j + len a * bloch v j) ^ 2 = 0 := by
    simp only [dotProduct, Fin.sum_univ_three] at hr hs hE ⊢
    linear_combination -hr + 2 * len a * hE + len a ^ 2 * hs
  have hi := (Finset.sum_eq_zero_iff_of_nonneg (fun j _ => sq_nonneg _)).1 hz i
    (Finset.mem_univ i)
  have := (pow_eq_zero_iff two_ne_zero).1 hi
  linarith
```

Now take lower-band states v of a·σ and w of b·σ, and write r = |a|, q = |b|, P = |⟨v, w⟩|². From a = −rs, b = −qt and s·t = 2P − 1,

|a − b|² = r² + q² − 2rq(s·t) = (r − q)² + 4rq(1 − P).

Since |s − t|² ≥ 0, we have s·t ≤ 1 and so P ≤ 1. If r and q are at least g ≥ 0, then rq ≥ g², and

4g²(1 − P) ≤ |a − b|².

```lean
/-- If |a| and |b| are at least g ≥ 0, lower-band states v of a·σ and w of b·σ satisfy
4g²(1 - |⟨v,w⟩|²) ≤ |a - b|². -/
theorem overlap_bound {a b : Fin 3 → ℝ} {v w : Fin 2 → ℂ} {g : ℝ} (hv : IsLowerBand a v)
    (hw : IsLowerBand b w) (hg : 0 ≤ g) (hga : g ≤ len a) (hgb : g ≤ len b) :
    4 * g ^ 2 * (1 - Complex.normSq (star v ⬝ᵥ w)) ≤ ∑ i, (a i - b i) ^ 2 := by
  have ha := lowerBand_bloch hv
  have hb := lowerBand_bloch hw
  have hs := bloch_unit hv.1
  have ht := bloch_unit hw.1
  have hP := overlap_sq hv.1 hw.1
  generalize Complex.normSq (star v ⬝ᵥ w) = P at hP ⊢
  generalize len a = r at ha hga
  generalize len b = q at hb hgb
  simp only [dotProduct, Fin.sum_univ_three] at hs ht hP
  have e : ∑ i, (a i - b i) ^ 2 = (r - q) ^ 2 + 4 * (r * q) * (1 - P) := by
    rw [Fin.sum_univ_three, ha 0, ha 1, ha 2, hb 0, hb 1, hb 2]
    linear_combination r ^ 2 * hs + q ^ 2 * ht + 4 * r * q * hP
  have h1 : 0 ≤ 1 - P := by
    linarith [sq_nonneg (bloch v 0 - bloch w 0), sq_nonneg (bloch v 1 - bloch w 1),
      sq_nonneg (bloch v 2 - bloch w 2)]
  have h2 : g * g ≤ r * q := mul_le_mul hga hgb hg (hg.trans hga)
  have h3 := mul_le_mul_of_nonneg_right h2 h1
  rw [e]
  linarith [sq_nonneg (r - q)]
```

## One step on the grid

Two points on the unit circle separated by an angle t have squared distance

2 − 2 cos t = 4 sin²(t/2).

```lean
/-- Two points of the unit circle separated by the angle t have squared distance 4 sin²(t/2). -/
theorem chord_sq (x t : ℝ) :
    (Real.sin x - Real.sin (x + t)) ^ 2 + (Real.cos x - Real.cos (x + t)) ^ 2
      = 4 * Real.sin (t / 2) ^ 2 := by
  have h1 := Real.cos_sub (x + t) x
  rw [add_sub_cancel_left] at h1
  have h2 := Real.cos_two_mul (t / 2)
  rw [show 2 * (t / 2) = t by ring] at h2
  linear_combination Real.sin_sq_add_cos_sq x + Real.sin_sq_add_cos_sq (x + t) + 2 * h1
    - 2 * h2 - 4 * Real.sin_sq_add_cos_sq (t / 2)
```

A grid step advances the momentum by 2π/L. At the zone boundary the index returns to momentum 0 instead of 2π, which sine and cosine do not distinguish. The proof treats these two cases separately.

```lean
/-- A step to the next grid index, wrapping included, shifts the momentum by 2π/L as far as
sine and cosine can tell. -/
theorem momentum_succ {L : ℕ} (i : Fin L) :
    Real.sin (momentum (succSite i)) = Real.sin (momentum i + 2 * Real.pi / L) ∧
    Real.cos (momentum (succSite i)) = Real.cos (momentum i + 2 * Real.pi / L) := by
  have hi := i.isLt
  have e : momentum i + 2 * Real.pi / L = 2 * Real.pi * ((i.val + 1 : ℕ) : ℝ) / L := by
    unfold momentum
    push_cast
    ring
  rcases Nat.lt_or_ge (i.val + 1) L with h | h
  · have e' : momentum (succSite i) = 2 * Real.pi * ((i.val + 1 : ℕ) : ℝ) / L := by
      simp only [momentum, succSite, Nat.mod_eq_of_lt h]
    rw [e, e']
    exact ⟨rfl, rfl⟩
  · -- the link that closes the Brillouin zone
    have h' : i.val + 1 = L := by omega
    have hL : (L : ℝ) ≠ 0 := by
      have : L ≠ 0 := by omega
      exact_mod_cast this
    have e' : momentum (succSite i) = 0 := by
      simp [momentum, succSite, h']
    rw [e, e', h', mul_div_assoc, div_self hL, mul_one]
    constructor <;> simp
```

## The minimum of |d|

With c = cos x and e = cos y, the squares of c and e cancel:

|d|² = 2 + u² + 2u(c + e) + 2ce.

This is linear in each cosine separately, so it is a weighted average of its corner values:

4|d|² = (1 + c)(1 + e)(u + 2)² + [(1 + c)(1 − e) + (1 − c)(1 + e)]u² + (1 − c)(1 − e)(u − 2)².

The weights are nonnegative and sum to 4, so |d| ≥ m(u). The values |u + 2|, |u| and |u − 2| occur at (0, 0), (0, π) and (π, π), so the bound is attained. `IsLeast` expresses both facts.

```lean
/-- The minimum of |d(k)| over all momenta is the smallest of |u|, |u + 2| and |u - 2|. -/
theorem minLength_isLeast (u : ℝ) :
    IsLeast (Set.range fun k : ℝ × ℝ => len (dVec u k.1 k.2)) (minLength u) := by
  have D : ∀ x y, dVec u x y ⬝ᵥ dVec u x y
      = Real.sin x ^ 2 + Real.sin y ^ 2 + (u + Real.cos x + Real.cos y) ^ 2 := by
    intro x y
    simp only [dVec, dotProduct, Fin.sum_univ_three, Matrix.cons_val_zero,
      Matrix.cons_val_one, Matrix.cons_val]
    ring
  have E : ∀ x y c, Real.sin x = 0 → Real.sin y = 0 → u + Real.cos x + Real.cos y = c →
      len (dVec u x y) = |c| := by
    intro x y c hx hy hc
    rw [len, D, hx, hy, hc, show (0 : ℝ) ^ 2 + 0 ^ 2 + c ^ 2 = c ^ 2 by ring,
      Real.sqrt_sq_eq_abs]
  constructor
  · have h0 := E 0 Real.pi u Real.sin_zero Real.sin_pi
      (by rw [Real.cos_zero, Real.cos_pi]; ring)
    have h1 := E 0 0 (u + 2) Real.sin_zero Real.sin_zero (by rw [Real.cos_zero]; ring)
    have h2 := E Real.pi Real.pi (u - 2) Real.sin_pi Real.sin_pi (by rw [Real.cos_pi]; ring)
    unfold minLength
    rcases min_choice |u| (min |u + 2| |u - 2|) with h | h
    · rw [h]; exact ⟨(0, Real.pi), h0⟩
    · rw [h]
      rcases min_choice |u + 2| |u - 2| with h' | h'
      · rw [h']; exact ⟨(0, 0), h1⟩
      · rw [h']; exact ⟨(Real.pi, Real.pi), h2⟩
  · rintro _ ⟨⟨x, y⟩, rfl⟩
    have hm : 0 ≤ minLength u :=
      le_min (abs_nonneg _) (le_min (abs_nonneg _) (abs_nonneg _))
    have S : ∀ c, minLength u ≤ |c| → 0 ≤ c ^ 2 - minLength u ^ 2 := by
      intro c hc
      have := pow_le_pow_left₀ hm hc 2
      rw [sq_abs] at this
      linarith
    have s0 := S u (min_le_left _ _)
    have s1 := S (u + 2) ((min_le_right _ _).trans (min_le_left _ _))
    have s2 := S (u - 2) ((min_le_right _ _).trans (min_le_right _ _))
    have a1 : 0 ≤ 1 + Real.cos x := by linarith [Real.neg_one_le_cos x]
    have a2 : 0 ≤ 1 - Real.cos x := by linarith [Real.cos_le_one x]
    have b1 : 0 ≤ 1 + Real.cos y := by linarith [Real.neg_one_le_cos y]
    have b2 : 0 ≤ 1 - Real.cos y := by linarith [Real.cos_le_one y]
    refine Real.le_sqrt_of_sq_le ?_
    rw [D]
    -- |d|² is bilinear in the cosines, hence an average of its four corner values
    linarith [mul_nonneg (mul_nonneg a1 b1) s1, mul_nonneg (mul_nonneg a1 b2) s0,
      mul_nonneg (mul_nonneg a2 b1) s0, mul_nonneg (mul_nonneg a2 b2) s2,
      Real.sin_sq_add_cos_sq x, Real.sin_sq_add_cos_sq y]
```

## Every link of the grid

A step in x changes only sin x and cos x in d, so |d − d′|² = 4 sin²(π/L); the same holds for y. The overlap bound becomes

g²(1 − |⟨ψ(k), ψ(k′)⟩|²) ≤ sin²(π/L).

The family `ψ` is any choice of lower-band states, with no smoothness in k required.

```lean
/-- With g the minimum of |d(k)|, the overlap of lower-band states on every link of the L by L
grid satisfies g²(1 - |overlap|²) ≤ sin²(π/L). -/
theorem link_bound {L : ℕ} {u g : ℝ}
    (hg : IsLeast (Set.range fun k : ℝ × ℝ => len (dVec u k.1 k.2)) g)
    (ψ : Fin L → Fin L → Fin 2 → ℂ)
    (hψ : ∀ i j, IsLowerBand (dVec u (momentum i) (momentum j)) (ψ i j)) (i j : Fin L) :
    g ^ 2 * (1 - Complex.normSq (star (ψ i j) ⬝ᵥ ψ (succSite i) j)) ≤ Real.sin (Real.pi / L) ^ 2 ∧
    g ^ 2 * (1 - Complex.normSq (star (ψ i j) ⬝ᵥ ψ i (succSite j)))
      ≤ Real.sin (Real.pi / L) ^ 2 := by
  have g0 : 0 ≤ g := by
    obtain ⟨k, hk⟩ := hg.1
    rw [← hk]
    exact Real.sqrt_nonneg _
  have low : ∀ x y, g ≤ len (dVec u x y) := fun x y => hg.2 ⟨(x, y), rfl⟩
  have half : 2 * Real.pi / (L : ℝ) / 2 = Real.pi / L := by ring
  constructor
  · have h := overlap_bound (hψ i j) (hψ (succSite i) j) g0 (low _ _) (low _ _)
    have c := chord_sq (momentum i) (2 * Real.pi / L)
    rw [half, ← (momentum_succ i).1, ← (momentum_succ i).2] at c
    simp only [dVec, Fin.sum_univ_three, Matrix.cons_val_zero, Matrix.cons_val_one,
      Matrix.cons_val] at h
    linarith
  · have h := overlap_bound (hψ i j) (hψ i (succSite j)) g0 (low _ _) (low _ _)
    have c := chord_sq (momentum j) (2 * Real.pi / L)
    rw [half, ← (momentum_succ j).1, ← (momentum_succ j).2] at c
    simp only [dVec, Fin.sum_univ_three, Matrix.cons_val_zero, Matrix.cons_val_one,
      Matrix.cons_val] at h
    linarith
```

A zero overlap would give g² ≤ sin²(π/L), contradicting 0 ≤ sin(π/L) < g. The hypothesis thus already forces an open gap. The two conclusions are the links in x and in y, wrapping included.

```lean
/-- If sin(π/L) is below the minimum g of |d(k)|, lower-band states at neighbouring points of
the periodic L by L grid have nonzero overlap in both directions. -/
theorem link_overlap_ne_zero {L : ℕ} {u g : ℝ}
    (hg : IsLeast (Set.range fun k : ℝ × ℝ => len (dVec u k.1 k.2)) g)
    (hL : Real.sin (Real.pi / L) < g) (ψ : Fin L → Fin L → Fin 2 → ℂ)
    (hψ : ∀ i j, IsLowerBand (dVec u (momentum i) (momentum j)) (ψ i j)) (i j : Fin L) :
    star (ψ i j) ⬝ᵥ ψ (succSite i) j ≠ 0 ∧ star (ψ i j) ⬝ᵥ ψ i (succSite j) ≠ 0 := by
  have hi := i.isLt
  have h1 : (1 : ℝ) ≤ L := by
    have : 1 ≤ L := by omega
    exact_mod_cast this
  have hs : 0 ≤ Real.sin (Real.pi / L) :=
    Real.sin_nonneg_of_nonneg_of_le_pi (by positivity) (div_le_self Real.pi_pos.le h1)
  have hlt : Real.sin (Real.pi / L) ^ 2 < g ^ 2 := by nlinarith
  obtain ⟨hx, hy⟩ := link_bound hg ψ hψ i j
  constructor
  · intro h
    rw [h, map_zero] at hx
    linarith
  · intro h
    rw [h, map_zero] at hy
    linarith
```

Since sin(π/L) ≤ π/L, the condition L·m(u) > π suffices.

```lean
/-- A grid with L · min(|u|, |u + 2|, |u - 2|) > π has nonzero lower-band overlaps on all
its links. -/
theorem link_overlap_ne_zero_of_size {L : ℕ} {u : ℝ} (hL : Real.pi < minLength u * L)
    (ψ : Fin L → Fin L → Fin 2 → ℂ)
    (hψ : ∀ i j, IsLowerBand (dVec u (momentum i) (momentum j)) (ψ i j)) (i j : Fin L) :
    star (ψ i j) ⬝ᵥ ψ (succSite i) j ≠ 0 ∧ star (ψ i j) ⬝ᵥ ψ i (succSite j) ≠ 0 := by
  have hi := i.isLt
  have h0 : (0 : ℝ) < L := by
    have : 0 < L := by omega
    exact_mod_cast this
  have h1 : Real.sin (Real.pi / L) ≤ Real.pi / L := Real.sin_le (by positivity)
  exact link_overlap_ne_zero (minLength_isLeast u)
    (h1.trans_lt ((div_lt_iff₀ h0).2 hL)) ψ hψ i j
```

Defined links do not guarantee the right Chern number: for L = 1 every overlap is 1 and the lattice Chern number is 0, although the true one is ±1 when 0 < |u| < 2. Applying the criterion to a material also presupposes that this two-band Hamiltonian describes its bands.

## Equality is not enough

The strict inequality cannot be relaxed to sin(π/L) ≤ g. At u = −1 and L = 2 both sides equal 1. The vectors d(0, 0) = (0, 0, 1) and d(π, 0) = (0, 0, −1) are opposite, and their lower-band states (0, 1) and (1, 0) are orthogonal.

```lean
/-- At u = -1 on the 2 by 2 grid, sin(π/L) equals the minimum of |d(k)|, and the lower-band
states at the neighbouring points (0, 0) and (π, 0) are orthogonal. -/
theorem strict_inequality_sharp :
    Real.sin (Real.pi / (2 : ℕ)) = minLength (-1) ∧
    IsLowerBand (dVec (-1) (momentum (0 : Fin 2)) (momentum (0 : Fin 2))) ![0, 1] ∧
    IsLowerBand (dVec (-1) (momentum (1 : Fin 2)) (momentum (0 : Fin 2))) ![1, 0] ∧
    star (![0, 1] : Fin 2 → ℂ) ⬝ᵥ ![1, 0] = 0 := by
  have m0 : momentum (0 : Fin 2) = 0 := by simp [momentum]
  have m1 : momentum (1 : Fin 2) = Real.pi := by simp [momentum]
  have d0 : dVec (-1) 0 0 = ![0, 0, 1] := by simp [dVec]
  have d1 : dVec (-1) Real.pi 0 = ![0, 0, -1] := by simp [dVec]
  have l0 : len ![0, 0, 1] = 1 := by simp [len, dotProduct, Fin.sum_univ_three]
  have l1 : len ![0, 0, -1] = 1 := by simp [len, dotProduct, Fin.sum_univ_three]
  rw [m0, m1, d0, d1]
  refine ⟨?_, ⟨?_, ?_⟩, ⟨?_, ?_⟩, ?_⟩
  · rw [Nat.cast_ofNat, Real.sin_pi_div_two]
    norm_num [minLength]
  · simp [dotProduct, Fin.sum_univ_two]
  · rw [l0]
    ext i
    fin_cases i <;> simp [pauliDot, Matrix.mulVec, dotProduct, Fin.sum_univ_two]
  · simp [dotProduct, Fin.sum_univ_two]
  · rw [l1]
    ext i
    fin_cases i <;> simp [pauliDot, Matrix.mulVec, dotProduct, Fin.sum_univ_two]
  · simp [dotProduct, Fin.sum_univ_two]

end

end QWZAdmissibleGrid
```

The same argument serves the upper band, because an upper-band state of d·σ is a lower-band state of (−d)·σ, and reversing d changes neither its length nor the distance between neighbouring values.

```lean
#print axioms QWZAdmissibleGrid.link_overlap_ne_zero
-- 'QWZAdmissibleGrid.link_overlap_ne_zero' depends on axioms: [propext, Classical.choice, Quot.sound]
#print axioms QWZAdmissibleGrid.link_overlap_ne_zero_of_size
-- 'QWZAdmissibleGrid.link_overlap_ne_zero_of_size' depends on axioms: [propext, Classical.choice, Quot.sound]
#print axioms QWZAdmissibleGrid.strict_inequality_sharp
-- 'QWZAdmissibleGrid.strict_inequality_sharp' depends on axioms: [propext, Classical.choice, Quot.sound]
```
